# A uniformly scaled N-particle wavefunction has density ρ_l(r) = l^d ρ(l r) at almost every r

## Wavefunction, density and scale factor

Let N = n + 1 identical spinless particles, n ≥ 0, move in a real space E of finite dimension d ≥ 1, and let ψ be their square-integrable wavefunction, with nonzero norm ‖ψ‖ and with |ψ|² unchanged by exchanging particles. Write r for the position of the first particle and y for the positions of the other n. The density is

ρ(r) = N ∫ |ψ(r, y)|² dy.

If ψ has norm 1, ρ integrates to N; otherwise divide ρ by ‖ψ‖². For a scale factor l > 0, often written λ or γ, put

ψ_l(x) = l^(dN/2) ψ(l x),

and let ρ_l be its density. How does stretching or compressing all coordinates together change the density? For almost every r,

ρ_l(r) = l^d ρ(l r).

On a line the factor is l, whatever the number of particles.

## Scaled densities in electronic-structure codes

A code that varies l to balance kinetic and potential energy can obtain ρ_l from the stored ρ, without another integration over n particles. In three dimensions the identity also gives a check on a local exchange routine for a spin-unpolarised density: the integral of ρ^(4/3), if finite, must gain exactly the factor l. If both integrals are evaluated on the same grid, agreement is limited by quadrature error.

## From the prefactor to the exchange integral

Squaring the modulus gives

|ψ_l(x)|² = l^(dN) |ψ(l x)|².

Since |ψ|² is integrable over all N positions, Fubini's theorem makes y ↦ |ψ(r, y)|² integrable for every r outside a null set Z. The slice at l r can fail only if r lies in Z/l, whose volume is l^(-d) · 0 = 0. For every other r, substitute u = l y, so that dy = l^(-dn) du:

ρ_l(r) = N l^(dN) ∫ |ψ(l r, l y)|² dy
= l^(dN − dn) N ∫ |ψ(l r, u)|² du
= l^d ρ(l r).

With n = 0 there is nothing to integrate over, and the prefactor alone gives l^d.

If ρ^p is integrable for some p > 0, the substitution s = l r gives

∫ ρ_l(r)^p dr = l^(dp) ∫ ρ(l r)^p dr = l^(d(p−1)) ∫ ρ(s)^p ds.

For d = 3 and p = 4/3 the exponent is 3 · 1/3 = 1.

## The Lean source

In the code, `n` counts the particles other than the first; it is not the density, which is `density ψ r`.

```lean
import Mathlib

open MeasureTheory

namespace DensityScaling

noncomputable section

variable {E : Type*} [NormedAddCommGroup E] [NormedSpace ℝ E] [FiniteDimensional ℝ E]
  [MeasureSpace E] [BorelSpace E] [(volume : Measure E).IsAddHaarMeasure]

/-- The scaled wavefunction `l^(dN/2) ψ(l x)` of `N` particles in a space of dimension `d`. -/
def scaled {N : ℕ} (l : ℝ) (ψ : (Fin N → E) → ℂ) (x : Fin N → E) : ℂ :=
  ((l ^ (((Module.finrank ℝ E : ℝ) * (N : ℝ)) / 2) : ℝ) : ℂ) * ψ (l • x)

/-- The number of particles `n + 1` times the integral of `|ψ|²` over the positions of all particles
but the first, which sits at `r`. For a normalised `ψ` with `|ψ|²` unchanged by exchanging
particles, this is the particle density at `r`. -/
def density {n : ℕ} (ψ : (Fin (n + 1) → E) → ℂ) (r : E) : ℝ :=
  ((n : ℝ) + 1) * ∫ y : Fin n → E, ‖ψ (Fin.cons r y : Fin (n + 1) → E)‖ ^ 2

omit [FiniteDimensional ℝ E] [MeasureSpace E] [BorelSpace E]
  [(volume : Measure E).IsAddHaarMeasure] in
/-- For `l > 0` the squared modulus of the scaled wavefunction at a configuration is `l^(dN)` times
the original one at the scaled configuration. -/
theorem norm_sq_scaled {N : ℕ} {l : ℝ} (hl : 0 < l) (ψ : (Fin N → E) → ℂ) (x : Fin N → E) :
    ‖scaled l ψ x‖ ^ 2 = l ^ (Module.finrank ℝ E * N) * ‖ψ (l • x)‖ ^ 2 := by
  have h : (l ^ (((Module.finrank ℝ E : ℝ) * (N : ℝ)) / 2)) ^ 2
      = l ^ (Module.finrank ℝ E * N) := by
    rw [← Real.rpow_natCast (l ^ (((Module.finrank ℝ E : ℝ) * (N : ℝ)) / 2)) 2,
      ← Real.rpow_mul hl.le, ← Real.rpow_natCast l (Module.finrank ℝ E * N)]
    congr 1
    push_cast
    ring
  rw [scaled, norm_mul, mul_pow, Complex.norm_real, Real.norm_eq_abs, sq_abs, h]

omit [BorelSpace E] in
/-- For a square-integrable wavefunction the integral that defines the density converges at
almost every position of the first particle. -/
theorem slice_integrable {n : ℕ} {ψ : (Fin (n + 1) → E) → ℂ} (hψ : MemLp ψ 2 volume) :
    ∀ᵐ r : E, Integrable (fun y : Fin n → E => ‖ψ (Fin.cons r y : Fin (n + 1) → E)‖ ^ 2) := by
  have h := (memLp_two_iff_integrable_sq_norm hψ.1).1 hψ
  -- split off the first particle and apply Fubini
  have e := MeasurePreserving.symm _
    (volume_preserving_piFinSuccAbove (fun _ : Fin (n + 1) => E) 0)
  have h2 := (e.integrable_comp_emb (MeasurableEquiv.measurableEmbedding _)).2 h
  rw [Measure.volume_eq_prod] at h2
  filter_upwards [h2.prod_right_ae] with r hr
  have hc : ∀ y : Fin n → E,
      (MeasurableEquiv.piFinSuccAbove (fun _ : Fin (n + 1) => E) 0).symm (r, y)
        = (Fin.cons r y : Fin (n + 1) → E) := fun y => Fin.insertNth_zero' r y
  simpa only [Function.comp_def, hc] using hr

/-- Scaling a square-integrable wavefunction by `l > 0` scales its density: at almost every `r`
the integral for the new density converges and equals `l^d` times the old density at `l r`. -/
theorem density_scaled {n : ℕ} {ψ : (Fin (n + 1) → E) → ℂ} (hψ : MemLp ψ 2 volume)
    {l : ℝ} (hl : 0 < l) :
    ∀ᵐ r : E,
      Integrable (fun y : Fin n → E => ‖scaled l ψ (Fin.cons r y : Fin (n + 1) → E)‖ ^ 2) ∧
      density (scaled l ψ) r = l ^ Module.finrank ℝ E * density ψ (l • r) := by
  -- dilations preserve null sets
  have q : Measure.QuasiMeasurePreserving (fun r : E => l • r) volume volume :=
    ⟨measurable_const_smul l, by
      rw [Measure.map_addHaar_smul _ hl.ne']
      exact Measure.smul_absolutelyContinuous⟩
  filter_upwards [q.ae (slice_integrable hψ)] with r hr
  have hs : (fun y : Fin n → E => ‖scaled l ψ (Fin.cons r y : Fin (n + 1) → E)‖ ^ 2)
      = fun y => l ^ (Module.finrank ℝ E * (n + 1)) *
          ‖ψ (Fin.cons (l • r) (l • y) : Fin (n + 1) → E)‖ ^ 2 := by
    funext y
    have hc : l • (Fin.cons r y : Fin (n + 1) → E) = Fin.cons (l • r) (l • y) := by
      funext i
      exact Fin.cases rfl (fun _ => rfl) i
    rw [norm_sq_scaled hl, hc]
  refine ⟨?_, ?_⟩
  · rw [hs]
    exact (hr.comp_smul hl.ne').const_mul _
  · have hd : Module.finrank ℝ (Fin n → E) = n * Module.finrank ℝ E := by
      rw [Module.finrank_pi_fintype]
      simp
    have hpos : 0 < l ^ (n * Module.finrank ℝ E) := pow_pos hl _
    have hp : l ^ (Module.finrank ℝ E * (n + 1))
        = l ^ Module.finrank ℝ E * l ^ (n * Module.finrank ℝ E) := by ring
    -- substitute in the positions of the remaining particles
    have hi := Measure.integral_comp_smul (volume : Measure (Fin n → E))
      (fun y => ‖ψ (Fin.cons (l • r) y : Fin (n + 1) → E)‖ ^ 2) l
    rw [hd, abs_of_pos (inv_pos.2 hpos), smul_eq_mul] at hi
    unfold density
    rw [hs, integral_const_mul, hi, hp]
    field_simp

/-- Particles on a line: for square-integrable `ψ` and `l > 0`, the density of
`l^(N/2) ψ(l x)` with `N = n + 1` is `l` times the density of `ψ` at `l x`, for almost every
`x`. -/
theorem density_scaled_line {n : ℕ} {ψ : (Fin (n + 1) → ℝ) → ℂ} (hψ : MemLp ψ 2 volume)
    {l : ℝ} (hl : 0 < l) :
    ∀ᵐ x : ℝ,
      density (fun z : Fin (n + 1) → ℝ =>
        ((l ^ (((n + 1 : ℕ) : ℝ) / 2) : ℝ) : ℂ) * ψ (fun i => l * z i)) x
        = l * density ψ (l * x) := by
  have e : (fun z : Fin (n + 1) → ℝ =>
      ((l ^ (((n + 1 : ℕ) : ℝ) / 2) : ℝ) : ℂ) * ψ (fun i => l * z i)) = scaled l ψ := by
    funext z
    unfold scaled
    rw [Module.finrank_self, Nat.cast_one, one_mul]
    rfl
  rw [e]
  filter_upwards [density_scaled hψ hl] with x hx
  simpa only [Module.finrank_self, pow_one, smul_eq_mul] using hx.2

/-- If `ψ` is square-integrable, `l > 0` and the `p`-th power of its density is integrable, then
so is that of the scaled density, and the integral gains the factor `l^(d(p-1))`. -/
theorem integral_density_rpow_scaled {n : ℕ} {ψ : (Fin (n + 1) → E) → ℂ}
    (hψ : MemLp ψ 2 volume) {l : ℝ} (hl : 0 < l) (p : ℝ)
    (hp : Integrable (fun r : E => density ψ r ^ p)) :
    Integrable (fun r : E => density (scaled l ψ) r ^ p) ∧
    ∫ r : E, density (scaled l ψ) r ^ p
      = l ^ ((Module.finrank ℝ E : ℝ) * (p - 1)) * ∫ r : E, density ψ r ^ p := by
  have hpos : 0 < l ^ Module.finrank ℝ E := pow_pos hl _
  have h : (fun r : E => density (scaled l ψ) r ^ p) =ᵐ[volume]
      fun r => (l ^ Module.finrank ℝ E) ^ p * density ψ (l • r) ^ p := by
    filter_upwards [density_scaled hψ hl] with r hr
    have h0 : 0 ≤ density ψ (l • r) :=
      mul_nonneg (by positivity) (integral_nonneg fun y => sq_nonneg _)
    rw [hr.2, Real.mul_rpow hpos.le h0]
  refine ⟨((hp.comp_smul hl.ne').const_mul _).congr h.symm, ?_⟩
  have hi := Measure.integral_comp_smul (volume : Measure E) (fun r => density ψ r ^ p) l
  rw [abs_of_pos (inv_pos.2 hpos), smul_eq_mul] at hi
  -- collect the powers of the scale factor
  have hf : l ^ ((Module.finrank ℝ E : ℝ) * (p - 1))
      = (l ^ Module.finrank ℝ E) ^ p * (l ^ Module.finrank ℝ E)⁻¹ := by
    rw [mul_sub, mul_one, Real.rpow_sub hl, Real.rpow_mul hl.le, Real.rpow_natCast,
      div_eq_mul_inv]
  rw [integral_congr_ae h, integral_const_mul, hi, hf, mul_assoc]

/-- In three dimensions the local exchange integral, that of the density to the power `4/3`,
gains the factor `l` when a square-integrable wavefunction is scaled by `l > 0`, provided the
integral converges for the original density. -/
theorem exchange_integral_scaled {n : ℕ}
    {ψ : (Fin (n + 1) → EuclideanSpace ℝ (Fin 3)) → ℂ}
    (hψ : MemLp ψ 2 volume) {l : ℝ} (hl : 0 < l)
    (hx : Integrable (fun r : EuclideanSpace ℝ (Fin 3) => density ψ r ^ (4 / 3 : ℝ))) :
    ∫ r : EuclideanSpace ℝ (Fin 3), density (scaled l ψ) r ^ (4 / 3 : ℝ)
      = l * ∫ r : EuclideanSpace ℝ (Fin 3), density ψ r ^ (4 / 3 : ℝ) := by
  have h := (integral_density_rpow_scaled hψ hl (4 / 3) hx).2
  have hd : (Module.finrank ℝ (EuclideanSpace ℝ (Fin 3)) : ℝ) * (4 / 3 - 1) = 1 := by
    rw [finrank_euclideanSpace, Fintype.card_fin]
    norm_num
  rw [hd, Real.rpow_one] at h
  exact h

end

end DensityScaling
```

```lean
#print axioms DensityScaling.density_scaled
-- 'DensityScaling.density_scaled' depends on axioms: [propext, Classical.choice, Quot.sound]
#print axioms DensityScaling.density_scaled_line
-- 'DensityScaling.density_scaled_line' depends on axioms: [propext, Classical.choice, Quot.sound]
#print axioms DensityScaling.exchange_integral_scaled
-- 'DensityScaling.exchange_integral_scaled' depends on axioms: [propext, Classical.choice, Quot.sound]
```

## Reading the statements and their proofs

A configuration is a function `Fin N → E`, `Module.finrank ℝ E` is d, and `Fin.cons r y` puts the first particle at r in front of the others. `MemLp ψ 2 volume` says that ψ is square-integrable, and `∀ᵐ` means "for almost every". The volume on E may be any translation-invariant one of the usual kind, so the choice of length unit is free.

- `norm_sq_scaled` squares the prefactor, turning the real exponent dN/2 into the whole number dN.
- `slice_integrable` splits off the first particle by a volume-preserving map and applies Fubini through `prod_right_ae`.
- `density_scaled` is the main result: the integral for ρ_l(r) converges and has the stated value. The step `q` shows that the positions r for which l r lies in a null set form a null set themselves, and `Measure.integral_comp_smul` performs the substitution in y.
- `density_scaled_line` restates the equality for E = ℝ with the prefactor l^(N/2) written out.
- `integral_density_rpow_scaled` substitutes once more, in r, and also returns integrability of the scaled power. It accepts any real p; for negative p, Lean sets 0^p to 0.
- `exchange_integral_scaled` inserts d = 3 and p = 4/3.

## Exchange symmetry, null sets and finite bases

Two steps to electrons are left to the user. The first is spin: the density is then a sum over the spin components of ψ, and since `density_scaled` applies to each component, the sum obeys the same identity. The second is exchange symmetry. `density` is N times the distribution of the first particle, and this is the total particle density when |ψ|² is unchanged by exchanging particles, as for identical bosons or fermions. The theorems assume no such symmetry.

The equality holds almost everywhere, so it says nothing about a chosen point such as a nucleus. Finiteness of the integral of ρ^p is assumed, not derived from square-integrability.

The statements concern exact integrals and the exactly scaled ψ. In a fixed finite basis, ψ_l generally leaves the span of the basis functions, and a density computed from its projection need not obey the identity.
